# Three atoms with cyclic pair shares of 2/3 admit no atomic weights

The theorem `cyclicShare_no_weights` concerns three atoms, each of which takes a share 2/3 against the next around a triangle and leaves 1/3 to the other. It states that these are valid pair shares, positive and adding up to one for each pair, but that no positive atomic weights with sum one give every share as `w A / (w A + w B)`. The proof checks the first part pair by pair. For the second it supposes that such weights exist and applies `triple_balanced_of_weights`, by which the products of the shares around the triangle must agree in both directions. Here they are 8/27 and 1/27, so the supposition is false.

This version doesn't compile in Lean 4 with Mathlib:

```lean
import Mathlib

open Finset

namespace CyclicShareNoWeights

noncomputable section

variable {ι : Type*}

/-- Pair shares: for distinct atoms `A` and `B` the share `s A B` of `A` against `B` is positive,
and the two shares of a pair add up to one. -/
def IsPairShare (s : ι → ι → ℝ) : Prop :=
  ∀ A B, A ≠ B → 0 < s A B ∧ s A B + s B A = 1

/-- The atomic weights `w` are positive, sum to one, and reproduce the share `s A B` of every
pair of distinct atoms as `w A / (w A + w B)`. -/
def Reproduces [Fintype ι] (w : ι → ℝ) (s : ι → ι → ℝ) : Prop :=
  (∀ A, 0 < w A) ∧ ∑ A, w A = 1 ∧ ∀ A B, A ≠ B → w A / (w A + w B) = s A B

/-- The products of the shares around the triangle `A`, `B`, `C` agree in both directions. -/
def TripleBalanced (s : ι → ι → ℝ) (A B C : ι) : Prop :=
  s A B * s B C * s C A = s B A * s C B * s A C

/-- Weights that reproduce the pair shares satisfy a balance relation for each pair of
distinct atoms. -/
theorem pair_balance [Fintype ι] {w : ι → ℝ} {s : ι → ι → ℝ} (h : Reproduces w s)
    {A B : ι} (hAB : A ≠ B) : w A * s B A = w B * s A B := by
  rw [← h.2.2 A B hAB, ← h.2.2 B A hAB.symm, add_comm (w B) (w A)]
  ring

/-- If atomic weights reproduce the pair shares, every triple of distinct atoms is balanced. -/
theorem triple_balanced_of_weights [Fintype ι] {w : ι → ℝ} {s : ι → ι → ℝ}
    (h : Reproduces w s) {A B C : ι} (hAB : A ≠ B) (hBC : B ≠ C) (hAC : A ≠ C) :
    TripleBalanced s A B C := by
  have a := pair_balance h hAB
  have b := pair_balance h hBC
  have c := pair_balance h hAC.symm
  have hw : w A * w B * w C ≠ 0 :=
    (mul_pos (mul_pos (h.1 A) (h.1 B)) (h.1 C)).ne'
  -- multiply the three balances and cancel the weights
  apply mul_left_cancel₀ hw
  calc w A * w B * w C * (s A B * s B C * s C A)
      = (w B * s A B) * (w C * s B C) * (w A * s C A) := by ring
    _ = (w A * s B A) * (w B * s C B) * (w C * s A C) := by rw [a, b, c]
    _ = w A * w B * w C * (s B A * s C B * s A C) := by ring

/-- Shares of three atoms in which each atom takes 2/3 against the next one around a triangle. -/
def cyclicShare : Fin 3 → Fin 3 → ℝ :=
  ![![1/2, 2/3, 1/3], ![1/3, 1/2, 2/3], ![2/3, 1/3, 1/2]]

/-- The cyclic shares are valid pair shares, yet no atomic weights reproduce them. -/
theorem cyclicShare_no_weights :
    IsPairShare cyclicShare ∧ ¬ ∃ w, Reproduces w cyclicShare := by
  constructor
  · intro A B hAB
    fin_cases A <;> fin_cases B <;> simp [cyclicShare] at hAB ⊢ <;> norm_num
  · rintro ⟨w, hw⟩
    have t := triple_balanced_of_weights hw (A := 0) (B := 1) (C := 2)
      (by decide) (by decide) (by decide)
    norm_num [TripleBalanced, cyclicShare] at t

end

end CyclicShareNoWeights
```

The compiler's answer:

```
Main.lean:58:2: error: unsolved goals
case right
w : Fin 3 → ℝ
hw : Reproduces w cyclicShare
t :
  2 / 3 * ![1 / 3, 1 / 2, 2 / 3] 2 * Matrix.vecCons (1 / 2) (fun i => Matrix.vecCons (1 / 3) (fun i => 2 / 3) i) 2 =
    1 / 3 * Matrix.vecCons (2 / 3) (fun i => Matrix.vecCons (1 / 2) (fun i => 1 / 3) i) 2 * ![1 / 2, 2 / 3, 1 / 3] 2
⊢ False
```

The change, after which it compiles:

```diff
@@ -59,5 +59,6 @@
     have t := triple_balanced_of_weights hw (A := 0) (B := 1) (C := 2)
       (by decide) (by decide) (by decide)
-    norm_num [TripleBalanced, cyclicShare] at t
+    simp [TripleBalanced, cyclicShare] at t
+    norm_num at t
 
 end
```

What went wrong. The error says that the second half of the proof ends with `False` still to be proved. The hypothesis `t` is the contradictory equation, but Lean has not reduced it to numbers: several entries are still written as vectors applied to the index `2`, such as `![1 / 3, 1 / 2, 2 / 3] 2`. `norm_num` unfolded the definitions and evaluated the entries that needed only the indices 0 and 1, for which there are ordinary simp lemmas. Index 2 is read off by a simplification procedure (a simproc), which `simp` runs by default and `norm_num` does not. With those entries unevaluated, `norm_num` could not see that the two sides differ.

The repair splits the work. `simp [TripleBalanced, cyclicShare] at t` unfolds the definitions and looks up all the entries, and `norm_num at t` then finds the remaining numerical equation false, which closes the goal.
